# Dilute pairing of two equally abundant defects: one complex density, and the binding energy for half pairing

## When is more than half of each species bound?

Two defect species, each with total density $c>0$ on $N>0$ sites per volume, bind into pairs of density $x$. With binding energy $B$ and $K=e^{B/kT}$, mass action reads $Nx=K(c-x)^2$. I claim that exactly one solution lies in $0<x<c$, and that it exceeds $c/2$ exactly when $Kc>2N$. Can someone derive this from the dilute chemical potentials and give a proof that Lean checks?

## One identity gives both uniqueness and the threshold

Yes, and most of the argument also works for unequal totals $a,b>0$. In this dilute model, where pair binding is the only interaction, the result turns a binding energy, for instance from supercell calculations, into a criterion for whether most defects are paired.

Write $\theta=kT>0$. The free densities are $p=a-x$ and $q=b-x$. A species with formation energy $E$ and density $n$ has chemical potential $E+\theta\ln(n/N)$, and the complex has energy $E_A+E_B-B$. Balancing the potentials cancels $E_A+E_B$:

$$\theta\ln\frac xN=B+\theta\ln\frac pN+\theta\ln\frac qN .$$

Dividing by $\theta$ and exponentiating gives $x/N=K\,pq/N^2$, that is, $Nx=K(a-x)(b-x)$.

Let $g(t)=K(a-t)(b-t)-Nt$ and $m=\min(a,b)$. Then $g(0)=Kab>0$ and $g(m)=-Nm<0$, so $g$ has a root $x$ in $(0,m)$. Since $g(x)=0$, expanding gives, for every $t$,

$$g(t)=(x-t)\,\bigl[N+K\bigl((a-t)+(b-x)\bigr)\bigr].$$

For $t<a$ the bracket is positive.

- If $t$ is another root in $(0,m)$, the left side vanishes, so $t=x$.
- If $t=fa$ with $f<1$, then $x>fa$ exactly when $g(fa)>0$. Since $g(fa)=a\,[K(1-f)(b-fa)-Nf]$, this means $K(1-f)(b-fa)>Nf$.

For $a=b=c$ and $f=1/2$, the condition is $Kc/4>N/2$, or $Kc>2N$. Taking logarithms turns it into $B>\theta\ln(2N/c)$.

For the closed form, put $S=K(a+b)+N$. The equation becomes $Kx^2-Sx+Kab=0$, so $(S-2Kx)^2=S^2-4K^2ab$. As $x<a$ and $x<b$, $S-2Kx$ is positive and equals the square root. Hence

$$x=\frac{S-\sqrt{S^2-4K^2ab}}{2K}=\frac{2Kab}{S+\sqrt{S^2-4K^2ab}},$$

where the last form avoids the difference of $S$ and the root, which are nearly equal when $2Kx\ll S$.

**A case with numbers.** Take $N=1000$, $c=3$, $K=2000$ in consistent units. Then $x=2$ solves the equation, since $1000\cdot2=2000\cdot1^2$. Two thirds are bound, in agreement with $Kc=6000>2000=2N$.

**Without the bound $x<c$.** Keep $N$ and $c$ but set $K=250$. The equation has the roots $x=1$ and $x=9$. The second exceeds $c/2$ although $Kc=750<2N$, so both uniqueness and the criterion fail. It would mean a negative density of free defects.

```lean
import Mathlib

namespace DefectPairing

noncomputable section

/-- Chemical potential of a dilute defect with formation energy `E` and density `n > 0`
on `N > 0` sites per volume, at thermal energy `θ = kT`. -/
def chemicalPotential (E θ N n : ℝ) : ℝ := E + θ * Real.log (n / N)

/-- The density `x` of complexes is a pairing equilibrium for total densities `a` and `b` of the
two species: all densities are positive and the law of mass action holds. -/
def IsPairingEquilibrium (N K a b x : ℝ) : Prop :=
  0 < x ∧ x < a ∧ x < b ∧ N * x = K * ((a - x) * (b - x))

/-- For positive densities `p`, `q` of the free defects and `x` of the complex, and positive
`N` and `θ = kT`, the chemical potentials balance exactly when the law of mass action holds with
`K = exp (B / θ)`, where `B` is the binding energy. -/
theorem chemicalPotential_balance_iff {N θ p q x : ℝ} (EA EB B : ℝ) (hN : 0 < N) (hθ : 0 < θ)
    (hp : 0 < p) (hq : 0 < q) (hx : 0 < x) :
    chemicalPotential (EA + EB - B) θ N x
        = chemicalPotential EA θ N p + chemicalPotential EB θ N q ↔
      N * x = Real.exp (B / θ) * (p * q) := by
  have hB : θ * (B / θ) = B := mul_div_cancel₀ B hθ.ne'
  have hE : 0 < Real.exp (B / θ) := Real.exp_pos _
  have hlog : Real.log (Real.exp (B / θ) * (p / N) * (q / N))
      = B / θ + Real.log (p / N) + Real.log (q / N) := by
    rw [Real.log_mul (by positivity) (by positivity),
      Real.log_mul (by positivity) (by positivity), Real.log_exp]
  unfold chemicalPotential
  constructor
  · intro h
    -- divide the balance by `θ` and remove the logarithm
    have h1 : Real.log (x / N) = Real.log (Real.exp (B / θ) * (p / N) * (q / N)) := by
      apply mul_left_cancel₀ hθ.ne'
      rw [hlog]
      linear_combination h - hB
    have h2 : x / N = Real.exp (B / θ) * (p / N) * (q / N) :=
      Real.log_injOn_pos (Set.mem_Ioi.2 (by positivity)) (Set.mem_Ioi.2 (by positivity)) h1
    generalize Real.exp (B / θ) = K at h2 ⊢
    calc N * x = N ^ 2 * (x / N) := by field_simp
      _ = N ^ 2 * (K * (p / N) * (q / N)) := by rw [h2]
      _ = K * (p * q) := by field_simp
  · intro h
    have h2 : x / N = Real.exp (B / θ) * (p / N) * (q / N) := by
      calc x / N = (N * x) / N ^ 2 := by field_simp
        _ = (Real.exp (B / θ) * (p * q)) / N ^ 2 := by rw [h]
        _ = Real.exp (B / θ) * (p / N) * (q / N) := by ring
    have h3 := congrArg Real.log h2
    rw [hlog] at h3
    linear_combination θ * h3 + hB

/-- For positive site density, binding constant and total densities of the two species, there is
exactly one equilibrium density of complexes. -/
theorem existsUnique_equilibrium {N K a b : ℝ} (hN : 0 < N) (hK : 0 < K)
    (ha : 0 < a) (hb : 0 < b) : ∃! x, IsPairingEquilibrium N K a b x := by
  have hm : 0 < min a b := lt_min ha hb
  have hend : (a - min a b) * (b - min a b) = 0 := by
    rcases min_choice a b with h | h <;> rw [h] <;> ring
  -- the imbalance changes sign between no pairing and complete pairing
  have hcont : ContinuousOn (fun x : ℝ => K * ((a - x) * (b - x)) - N * x)
      (Set.Icc 0 (min a b)) := by fun_prop
  have hzero : (0 : ℝ) ∈ Set.Ioo (K * ((a - min a b) * (b - min a b)) - N * min a b)
      (K * ((a - 0) * (b - 0)) - N * 0) := by
    constructor
    · rw [hend]
      linarith [mul_pos hN hm]
    · linarith [mul_pos hK (mul_pos ha hb)]
  obtain ⟨x, ⟨hx0, hxm⟩, hx⟩ := intermediate_value_Ioo' hm.le hcont hzero
  have hxa : x < a := lt_of_lt_of_le hxm (min_le_left a b)
  have hxb : x < b := lt_of_lt_of_le hxm (min_le_right a b)
  have hxe : K * ((a - x) * (b - x)) - N * x = 0 := hx
  refine ⟨x, ⟨hx0, hxa, hxb, by linarith⟩, ?_⟩
  rintro y ⟨_, hya, _, hye⟩
  -- the difference of two solutions carries a positive factor
  have hF : 0 < N + K * ((a - y) + (b - x)) :=
    add_pos hN (mul_pos hK (add_pos (sub_pos.2 hya) (sub_pos.2 hxb)))
  have hprod : (y - x) * (N + K * ((a - y) + (b - x))) = 0 := by
    linear_combination hye + hxe
  rcases mul_eq_zero.1 hprod with h | h
  · linarith
  · exact absurd h hF.ne'

/-- In equilibrium, with positive `N` and `K`, more than a fraction `f < 1` of the first species
is bound in complexes exactly when `K (1 - f) (b - f a)` exceeds `N f`. -/
theorem bound_fraction_gt_iff {N K a b x f : ℝ} (hN : 0 < N) (hK : 0 < K) (hf : f < 1)
    (h : IsPairingEquilibrium N K a b x) :
    f * a < x ↔ N * f < K * (1 - f) * (b - f * a) := by
  obtain ⟨hx, hxa, hxb, he⟩ := h
  have ha : 0 < a := hx.trans hxa
  have hfa : 0 < a - f * a := by
    have := mul_pos (sub_pos.2 hf) ha
    linarith
  have hF : 0 < N + K * ((a - f * a) + (b - x)) :=
    add_pos hN (mul_pos hK (add_pos hfa (sub_pos.2 hxb)))
  -- both differences have the same sign
  have key : a * (K * (1 - f) * (b - f * a) - N * f)
      = (x - f * a) * (N + K * ((a - f * a) + (b - x))) := by
    linear_combination (-1) * he
  constructor
  · intro h1
    have h2 := mul_pos (sub_pos.2 h1) hF
    rw [← key] at h2
    exact sub_pos.1 ((mul_pos_iff_of_pos_left ha).1 h2)
  · intro h1
    have h2 := mul_pos ha (sub_pos.2 h1)
    rw [key] at h2
    exact sub_pos.1 ((mul_pos_iff_of_pos_right hF).1 h2)

/-- Closed form of the equilibrium density of complexes for positive `N` and `K`. -/
theorem equilibrium_closed_form {N K a b x : ℝ} (hN : 0 < N) (hK : 0 < K)
    (h : IsPairingEquilibrium N K a b x) :
    x = 2 * K * a * b /
      (K * (a + b) + N + Real.sqrt ((K * (a + b) + N) ^ 2 - 4 * K ^ 2 * a * b)) := by
  obtain ⟨hx, hxa, hxb, he⟩ := h
  have h1 := mul_pos hK (sub_pos.2 hxa)
  have h2 := mul_pos hK (sub_pos.2 hxb)
  have h3 := mul_pos hK hx
  have hpos : 0 < K * (a + b) + N - 2 * K * x := by linarith
  -- the discriminant is a perfect square at the solution
  have hsq : (K * (a + b) + N) ^ 2 - 4 * K ^ 2 * a * b
      = (K * (a + b) + N - 2 * K * x) ^ 2 := by
    linear_combination 4 * K * he
  have hden : 0 < K * (a + b) + N + (K * (a + b) + N - 2 * K * x) := by linarith
  rw [hsq, Real.sqrt_sq hpos.le, eq_div_iff hden.ne']
  linear_combination 2 * he

/-- For two species of equal total density `c`, with `N`, `K` and `c` positive, mass action has
exactly one solution `x` between `0` and `c`, and more than half of the defects are bound exactly
when `K c > 2 N`. -/
theorem equal_totals_pairing {N K c : ℝ} (hN : 0 < N) (hK : 0 < K) (hc : 0 < c) :
    (∃! x, 0 < x ∧ x < c ∧ N * x = K * (c - x) ^ 2) ∧
      ∀ x, 0 < x → x < c → N * x = K * (c - x) ^ 2 → (c / 2 < x ↔ 2 * N < K * c) := by
  constructor
  · obtain ⟨x, ⟨hx, hxc, _, he⟩, huniq⟩ := existsUnique_equilibrium hN hK hc hc
    refine ⟨x, ⟨hx, hxc, by linear_combination he⟩, ?_⟩
    rintro y ⟨hy, hyc, hye⟩
    exact huniq y ⟨hy, hyc, hyc, by linear_combination hye⟩
  · intro x hx hxc he
    have h := bound_fraction_gt_iff (f := 1 / 2) hN hK (by norm_num)
      (show IsPairingEquilibrium N K c c x from ⟨hx, hxc, hxc, by linear_combination he⟩)
    constructor
    · intro h1
      have h2 := h.1 (by linarith)
      linarith
    · intro h1
      have h2 := h.2 (by linarith)
      linarith

/-- For equal total densities `c` and positive `N` and `θ = kT`, more than half of the defects
are bound in equilibrium exactly when the binding energy `B` exceeds `kT ln (2 N / c)`. -/
theorem half_bound_iff_bindingEnergy {N θ B c x : ℝ} (hN : 0 < N) (hθ : 0 < θ)
    (h : IsPairingEquilibrium N (Real.exp (B / θ)) c c x) :
    c / 2 < x ↔ θ * Real.log (2 * N / c) < B := by
  obtain ⟨hx, hxc, _, he⟩ := h
  have hc : 0 < c := hx.trans hxc
  have hhalf := (equal_totals_pairing hN (Real.exp_pos (B / θ)) hc).2 x hx hxc
    (by linear_combination he)
  have hratio : 0 < 2 * N / c := by positivity
  -- take the logarithm of the threshold for the binding constant
  rw [hhalf, ← div_lt_iff₀ hc, ← Real.log_lt_iff_lt_exp hratio, lt_div_iff₀ hθ, mul_comm]

end

end DefectPairing
```

```lean
#print axioms DefectPairing.chemicalPotential_balance_iff
#print axioms DefectPairing.equilibrium_closed_form
#print axioms DefectPairing.half_bound_iff_bindingEnergy
```

```
'DefectPairing.chemicalPotential_balance_iff' depends on axioms: [propext, Classical.choice, Quot.sound]
'DefectPairing.equilibrium_closed_form' depends on axioms: [propext, Classical.choice, Quot.sound]
'DefectPairing.half_bound_iff_bindingEnergy' depends on axioms: [propext, Classical.choice, Quot.sound]
```

### What the statements say

All quantities are real numbers. `IsPairingEquilibrium N K a b x` collects $0<x$, $x<a$, $x<b$ and mass action. `equal_totals_pairing` is your claim: `∃!` gives the single solution, and the second part gives the criterion for any solution in the interval. `half_bound_iff_bindingEnergy` restates the criterion with `K = Real.exp (B / θ)`; positive `B` means attraction.

The dilute form of the chemical potential is a postulate: it stands for independent defects that rarely compete for sites. Both species and the complex share the same $N$, so orientational multiplicity of the pair is left out, as are larger clusters. The totals are fixed inputs, with no charge neutrality or Fermi level being solved for. No hypothesis enforces $c\ll N$; that is for the user to check.

### How Lean follows the derivation

`chemicalPotential_balance_iff` proves the equivalence of balance and mass action, using injectivity of the logarithm on positive numbers to remove it. `existsUnique_equilibrium` gets the root from `intermediate_value_Ioo'` and uniqueness from the factored difference `hprod`.

In `bound_fraction_gt_iff`, `key` is the identity at $t=fa$; `linear_combination` verifies it from mass action, and the positive factors then transfer the sign. `equilibrium_closed_form` rewrites the discriminant as a square. `equal_totals_pairing` sets both totals to `c` and `f` to `1 / 2`, and the final theorem takes the logarithm of the threshold.
